# The $1/N^2$ coefficient in the discrete Berry phase on a cone

Let the spinor $(\sqrt{1-p},\,\sqrt p\,e^{i\phi})$, with $p\in[0,1]$, be carried once around a cone in $N$ equal steps of the azimuth $\phi$ from $0$ to $2\pi$, and let $\varphi_N$ be minus the sum of the arguments, taken in $(-\pi,\pi]$, of the successive overlaps. Then

$$N^2(\varphi_N+2\pi p)\;\longrightarrow\;\frac{4\pi^3}{3}\,p(1-p)(1-2p)\qquad(N\to\infty).$$

Berry phases in electronic structure are also computed from overlaps on a discrete mesh; the result here concerns one kind of loop only, a circle of latitude on the Bloch sphere sampled at equal azimuths. The limit gives the coefficient of $1/N^2$, not a bound at fixed $N$.

## The spinor, the loop and the phase

```lean
import Mathlib

open Filter Topology Matrix
open scoped Real

namespace ConeBerryPhase

noncomputable section
```

At azimuth $\phi$ the spinor is $u(\phi)=(\sqrt{1-p},\,\sqrt p\,e^{i\phi})$, which is normalised for $p\in[0,1]$. For a spin-1/2 state with polar angle $\vartheta$ on the Bloch sphere, $p=\sin^2(\vartheta/2)$.

```lean
/-- The spinor at azimuth `φ` on the cone whose second component has weight `p`,
for `p` in `[0,1]`. -/
def coneSpinor (p φ : ℝ) : Fin 2 → ℂ :=
  ![(Real.sqrt (1 - p) : ℂ), (Real.sqrt p : ℂ) * Complex.exp (φ * Complex.I)]
```

The loop samples $u_j=u(2\pi j/N)$, so $u_N=u_0$ for $N>0$ and the last overlap closes the loop.

```lean
/-- The `j`-th spinor of a loop of `N` equally spaced azimuths, for `N > 0`. -/
def loopSpinor (p : ℝ) (N j : ℕ) : Fin 2 → ℂ := coneSpinor p (2 * π * j / N)
```

The name `link` stands for the function $z(\theta)=1-p+p\,e^{i\theta}$.

```lean
/-- The complex number `1 - p + p exp(iθ)`. -/
def link (p θ : ℝ) : ℂ := (1 - p : ℂ) + p * Complex.exp (θ * Complex.I)
```

In Lean, `star u ⬝ᵥ v` is the Hermitian product $\langle u|v\rangle$, and `Complex.arg` takes values in $(-\pi,\pi]$. The sum is not reduced modulo $2\pi$, so $\varphi_N$ is a definite real number.

```lean
/-- The discrete Berry phase: minus the sum of the arguments of the `N` successive overlaps. -/
def discreteBerryPhase (p : ℝ) (N : ℕ) : ℝ :=
  -∑ j ∈ Finset.range N, Complex.arg (star (loopSpinor p N j) ⬝ᵥ loopSpinor p N (j + 1))
```

## (a) Product of two phase factors

**Task.** For real $a,b$, show that $\overline{e^{ia}}\,e^{ib}=e^{i(b-a)}$.

**Solution.** Conjugation turns $e^{ia}$ into $e^{-ia}$, and the exponents add. The Lean proof takes the same two steps.

```lean
/-- The product of a conjugated phase factor with another depends only on the angle difference. -/
theorem phase_mul (a b : ℝ) :
    (starRingEnd ℂ) (Complex.exp (a * Complex.I)) * Complex.exp (b * Complex.I)
      = Complex.exp ((b - a : ℝ) * Complex.I) := by
  rw [← Complex.exp_conj, ← Complex.exp_add]
  congr 1
  simp only [map_mul, Complex.conj_ofReal, Complex.conj_I, Complex.ofReal_sub]
  ring
```

## (b) Derivative of a phase factor

**Task.** Show that $\frac{d}{dt}e^{it}=i\,e^{it}$ for real $t$.

**Solution.** This is the chain rule for the exponential, applied in Lean by `cexp`.

```lean
/-- The phase factor `exp(it)` has derivative `i exp(it)`. -/
theorem hasDerivAt_phase (t : ℝ) :
    HasDerivAt (fun s : ℝ => Complex.exp (s * Complex.I))
      (Complex.exp (t * Complex.I) * Complex.I) t := by
  have h := ((hasDerivAt_id t).ofReal_comp.mul_const Complex.I).cexp
  simpa using h
```

## (c) Successive overlaps

**Task.** For $p\in[0,1]$, show that every overlap is the same number, $\langle u_j|u_{j+1}\rangle=1-p+p\,e^{2\pi i/N}$.

**Solution.** The first components contribute $(\sqrt{1-p})^2=1-p$. The second contribute $(\sqrt p)^2$ times a product of phases, which by (a) depends only on the angle difference $2\pi/N$. In the proof, `ha` and `hb` square the roots, where $0\le p\le1$ is needed, and `hc` supplies the phase.

```lean
/-- For `p` in `[0,1]`, each successive overlap on the loop is `1 - p + p exp(2πi/N)`. -/
theorem successive_overlap {p : ℝ} (h0 : 0 ≤ p) (h1 : p ≤ 1) (N j : ℕ) :
    star (loopSpinor p N j) ⬝ᵥ loopSpinor p N (j + 1) = link p (2 * π / N) := by
  have ha : (Real.sqrt (1 - p) : ℂ) * (Real.sqrt (1 - p) : ℂ) = 1 - p := by
    rw [← Complex.ofReal_mul, Real.mul_self_sqrt (by linarith)]
    simp
  have hb : (Real.sqrt p : ℂ) * (Real.sqrt p : ℂ) = p := by
    rw [← Complex.ofReal_mul, Real.mul_self_sqrt h0]
  have hc := phase_mul (2 * π * j / N) (2 * π * (j + 1 : ℕ) / N)
  rw [show 2 * π * (j + 1 : ℕ) / N - 2 * π * j / N = 2 * π / N by push_cast; ring] at hc
  simp only [loopSpinor, coneSpinor, link, dotProduct, Fin.sum_univ_two, Pi.star_apply,
    Matrix.cons_val_zero, Matrix.cons_val_one, Complex.star_def, map_mul, Complex.conj_ofReal]
  linear_combination ha + (starRingEnd ℂ) (Complex.exp ((2 * π * j / N : ℝ) * Complex.I)) *
    Complex.exp ((2 * π * (j + 1 : ℕ) / N : ℝ) * Complex.I) * hb + p * hc
```

## (d) The phase from a single overlap

**Task.** For $p\in[0,1]$, show that $\varphi_N=-N\arg z(2\pi/N)$.

**Solution.** By (c) the sum has $N$ equal terms.

```lean
/-- For `p` in `[0,1]`, the discrete Berry phase is `-N` times the argument of
`1 - p + p exp(2πi/N)`. -/
theorem discreteBerryPhase_eq {p : ℝ} (h0 : 0 ≤ p) (h1 : p ≤ 1) (N : ℕ) :
    discreteBerryPhase p N = -(N * Complex.arg (link p (2 * π / N))) := by
  simp only [discreteBerryPhase, successive_overlap h0 h1, Finset.sum_const,
    Finset.card_range, nsmul_eq_mul]
```

## (e) The continuum value

**Task.** For $p\in[0,1]$, show that the Berry connection is $i\langle u|\partial_\phi u\rangle=-p$.

**Solution.** Only the second component varies, so $\partial_\phi u=(0,\,i\sqrt p\,e^{i\phi})$ and $\langle u|\partial_\phi u\rangle=ip$. Multiplying by $i$ gives $-p$. Integrating this constant over $0\le\phi\le2\pi$ gives $-2\pi p$, the value with which $\varphi_N$ is compared. The theorem states the formula for the connection, which in Lean needs only $p\ge0$; `hd` in its proof is the derivative taken component by component.

```lean
/-- For `p ≥ 0`, the product `i⟨u|∂u⟩` along the azimuth equals `-p`. For `p` in `[0,1]`, where `u`
is normalised, it is the Berry connection. -/
theorem berry_connection {p : ℝ} (h0 : 0 ≤ p) (φ : ℝ) :
    Complex.I * (star (coneSpinor p φ) ⬝ᵥ deriv (coneSpinor p) φ) = -p := by
  have hd : HasDerivAt (coneSpinor p)
      ![0, (Real.sqrt p : ℂ) * (Complex.exp (φ * Complex.I) * Complex.I)] φ := by
    refine hasDerivAt_pi.2 fun i => ?_
    fin_cases i
    · exact hasDerivAt_const φ (Real.sqrt (1 - p) : ℂ)
    · exact (hasDerivAt_phase φ).const_mul (Real.sqrt p : ℂ)
  have hb : (Real.sqrt p : ℂ) * (Real.sqrt p : ℂ) = p := by
    rw [← Complex.ofReal_mul, Real.mul_self_sqrt h0]
  have hc : (starRingEnd ℂ) (Complex.exp (φ * Complex.I)) * Complex.exp (φ * Complex.I) = 1 := by
    rw [phase_mul, sub_self]
    simp
  rw [hd.deriv]
  simp only [coneSpinor, dotProduct, Fin.sum_univ_two, Pi.star_apply,
    Matrix.cons_val_zero, Matrix.cons_val_one, Complex.star_def, map_mul, Complex.conj_ofReal]
  linear_combination (starRingEnd ℂ) (Complex.exp (φ * Complex.I)) *
    Complex.exp (φ * Complex.I) * Complex.I ^ 2 * hb + p * Complex.I ^ 2 * hc + p * Complex.I_sq
```

## (f) Real and imaginary parts

**Task.** Show that $\operatorname{Re}z(t)=1-p+p\cos t$ and $\operatorname{Im}z(t)=p\sin t$.

**Solution.** Insert $e^{it}=\cos t+i\sin t$.

```lean
/-- The real and imaginary parts of `1 - p + p exp(it)`. -/
theorem link_re_im (p t : ℝ) :
    (link p t).re = 1 - p + p * Real.cos t ∧ (link p t).im = p * Real.sin t := by
  constructor <;> simp [link, Complex.exp_ofReal_mul_I_re, Complex.exp_ofReal_mul_I_im]
```

## (g) Exact derivative of the deviation

**Task.** Put $\delta(\theta)=\arg z(\theta)-p\theta$ and $K=p(1-p)(1-2p)$. For $p\le1$ and $\cos\theta>0$, show that $z(\theta)\neq0$ and

$$\delta'(\theta)=-\frac{K(1-\cos\theta)}{|z(\theta)|^2}.$$

**Solution.** Since $\operatorname{Re}z=\cos\theta+(1-p)(1-\cos\theta)>0$, $z$ is nonzero and stays off the branch cut. There $\arg z=\operatorname{Im}\log z$, so $(\arg z)'=\operatorname{Im}(z'/z)=\operatorname{Im}(z'\bar z)/|z|^2$. With $z'=ip\,e^{i\theta}$,

$$\operatorname{Im}(z'\bar z)=p(1-p)\cos\theta+p^2,\qquad |z|^2=1-2p(1-p)(1-\cos\theta).$$

Therefore

$$\operatorname{Im}(z'\bar z)-p|z|^2=-p(1-p)(1-\cos\theta)+2p^2(1-p)(1-\cos\theta)=-K(1-\cos\theta).$$

Dividing by $|z|^2$ gives the claim. In Lean, `him` differentiates the logarithm, `key` is the last identity, and `Complex.normSq` is $|z|^2$.

```lean
/-- For `p ≤ 1` and `cos θ > 0`, `1 - p + p exp(iθ)` is nonzero, and the deviation of its
argument from `pθ` has the stated derivative. -/
theorem hasDerivAt_deviation {p θ : ℝ} (h1 : p ≤ 1) (hθ : 0 < Real.cos θ) :
    Complex.normSq (link p θ) ≠ 0 ∧
    HasDerivAt (fun t => Complex.arg (link p t) - p * t)
      (-(p * (1 - p) * (1 - 2 * p) * (1 - Real.cos θ)) / Complex.normSq (link p θ)) θ := by
  have hre : 0 < (link p θ).re := by
    rw [(link_re_im p θ).1]
    nlinarith [mul_nonneg (sub_nonneg.2 h1) (sub_nonneg.2 (Real.cos_le_one θ))]
  have hn : Complex.normSq (link p θ) ≠ 0 := by
    rw [Complex.normSq_apply]
    nlinarith [mul_pos hre hre, mul_self_nonneg (link p θ).im]
  refine ⟨hn, ?_⟩
  have hd : HasDerivAt (link p) (p * (Complex.exp (θ * Complex.I) * Complex.I)) θ :=
    ((hasDerivAt_phase θ).const_mul (p : ℂ)).const_add (1 - p : ℂ)
  -- the argument is the imaginary part of the logarithm
  have him : HasDerivAt (fun t => (Complex.log (link p t)).im)
      (p * (Complex.exp (θ * Complex.I) * Complex.I) / link p θ).im θ :=
    Complex.imCLM.hasFDerivAt.comp_hasDerivAt θ
      (hd.clog_real (Complex.mem_slitPlane_iff.2 (Or.inl hre)))
  simp only [Complex.log_im] at him
  refine (him.fun_sub ((hasDerivAt_id' θ).const_mul p)).congr_deriv ?_
  have hr : (p * (Complex.exp (θ * Complex.I) * Complex.I)).re = -(p * Real.sin θ) := by
    simp [Complex.exp_ofReal_mul_I_re, Complex.exp_ofReal_mul_I_im]
  have hi : (p * (Complex.exp (θ * Complex.I) * Complex.I)).im = p * Real.cos θ := by
    simp [Complex.exp_ofReal_mul_I_re, Complex.exp_ofReal_mul_I_im]
  have key : p * Real.cos θ * (1 - p + p * Real.cos θ) - -(p * Real.sin θ) * (p * Real.sin θ)
      = p * Complex.normSq (link p θ)
        + -(p * (1 - p) * (1 - 2 * p) * (1 - Real.cos θ)) := by
    rw [Complex.normSq_apply, (link_re_im p θ).1, (link_re_im p θ).2]
    linear_combination (p ^ 2 - p ^ 3) * Real.sin_sq_add_cos_sq θ
  rw [Complex.div_im, hr, hi, (link_re_im p θ).1, (link_re_im p θ).2, ← sub_div, key,
    add_div, mul_div_cancel_right₀ _ hn]
  ring
```

## (h) The cubic term

**Task.** For $p\le1$, show that $\delta(\theta)/\theta^3\to-K/6$ as $\theta\to0$.

**Solution.** Both $\delta$ and $\theta^3$ tend to zero. By L'Hôpital's rule, (g) and $1-\cos\theta=\sin^2\theta/(1+\cos\theta)$, the limit is that of

$$\frac{\delta'(\theta)}{3\theta^2}=\frac{-K}{3(1+\cos\theta)|z(\theta)|^2}\left(\frac{\sin\theta}{\theta}\right)^2\longrightarrow-\frac K6,$$

because $z(0)=1$. The filter `𝓝[≠] 0` means $\theta\to0$ with $\theta\ne0$. In the proof `hlim` is the limit just displayed, and the final block identifies its expression with the quotient of derivatives.

```lean
/-- For `p ≤ 1`, the argument of `1 - p + p exp(iθ)` minus `pθ`, divided by `θ³`, tends to
`-p(1-p)(1-2p)/6` as `θ` tends to `0`. -/
theorem deviation_cubic {p : ℝ} (h1 : p ≤ 1) :
    Tendsto (fun θ : ℝ => (Complex.arg (link p θ) - p * θ) / θ ^ 3) (𝓝[≠] 0)
      (𝓝 (-(p * (1 - p) * (1 - 2 * p)) / 6)) := by
  have hcos : ∀ᶠ t : ℝ in 𝓝[≠] 0, 0 < Real.cos t :=
    nhdsWithin_le_nhds ((Real.continuous_cos.tendsto 0).eventually (lt_mem_nhds (by simp)))
  have hl : link p 0 = 1 := by simp [link]
  have hf : Tendsto (fun t => Complex.arg (link p t) - p * t) (𝓝 0)
      (𝓝 (Complex.arg (link p 0) - p * 0)) :=
    (hasDerivAt_deviation h1 (by simp)).2.continuousAt.tendsto
  rw [hl, Complex.arg_one, mul_zero, sub_zero] at hf
  have hs : Tendsto (fun t : ℝ => Real.sin t / t) (𝓝[≠] 0) (𝓝 1) := by
    simpa [div_eq_inv_mul] using (Real.hasDerivAt_sin 0).tendsto_slope_zero
  have hcont : Continuous fun t => 3 * (1 + Real.cos t) * Complex.normSq (link p t) := by
    simp only [Complex.normSq_apply, (link_re_im p _).1, (link_re_im p _).2]
    fun_prop
  have hden := (hcont.tendsto' 0 6 (by rw [hl]; norm_num)).mono_left
    (nhdsWithin_le_nhds (s := {0}ᶜ))
  have hlim := ((tendsto_const_nhds (x := -(p * (1 - p) * (1 - 2 * p)))).div hden
    (by norm_num)).mul (hs.pow 2)
  rw [one_pow, mul_one] at hlim
  -- L'Hôpital's rule reduces the claim to the exact derivative
  refine HasDerivAt.lhopital_zero_nhdsNE (g' := fun t => 3 * t ^ 2)
    (hcos.mono fun t ht => (hasDerivAt_deviation h1 ht).2)
    (Eventually.of_forall fun t => by simpa using hasDerivAt_pow 3 t) ?_
    (hf.mono_left nhdsWithin_le_nhds)
    (((continuous_pow 3).tendsto' 0 0 (by simp)).mono_left nhdsWithin_le_nhds)
    (hlim.congr' ?_)
  · filter_upwards [self_mem_nhdsWithin] with t ht
    exact mul_ne_zero three_ne_zero (pow_ne_zero 2 ht)
  · filter_upwards [hcos, self_mem_nhdsWithin] with t hc ht
    have hn := (hasDerivAt_deviation h1 hc).1
    have hc1 : 1 + Real.cos t ≠ 0 := by linarith
    have ht2 : t ^ 2 ≠ 0 := pow_ne_zero 2 ht
    have hs2 : Real.sin t ^ 2 = (1 - Real.cos t) * (1 + Real.cos t) := by
      linear_combination Real.sin_sq_add_cos_sq t
    simp only [Pi.div_apply]
    rw [div_pow, hs2, div_mul_div_comm, div_div, div_eq_div_iff
      (mul_ne_zero (mul_ne_zero (mul_ne_zero three_ne_zero hc1) hn) ht2)
      (mul_ne_zero hn (mul_ne_zero three_ne_zero ht2))]
    ring
```

## (i) The discretization error

**Task.** For $p\in[0,1]$, deduce that $N^2(\varphi_N+2\pi p)\to\frac{4\pi^3}{3}K$.

**Solution.** Put $\theta=2\pi/N$. Since $Np\theta=2\pi p$, part (d) gives $\varphi_N+2\pi p=-N\delta(\theta)$, and so

$$N^2(\varphi_N+2\pi p)=-N^3\delta(\theta)=-(2\pi)^3\frac{\delta(\theta)}{\theta^3}\longrightarrow\frac{8\pi^3K}{6}=\frac{4\pi^3}{3}K.$$

Here `hθ` says that $2\pi/N$ tends to zero through nonzero values, and `atTop` is $N\to\infty$.

```lean
/-- For `p` in `[0,1]`, the discrete Berry phase differs from `-2πp` by an error which,
multiplied by `N²`, tends to `(4π³/3) p(1-p)(1-2p)`. -/
theorem discretization_error {p : ℝ} (h0 : 0 ≤ p) (h1 : p ≤ 1) :
    Tendsto (fun N : ℕ => (N : ℝ) ^ 2 * (discreteBerryPhase p N + 2 * π * p)) atTop
      (𝓝 (4 * π ^ 3 / 3 * (p * (1 - p) * (1 - 2 * p)))) := by
  have hπ := Real.pi_ne_zero
  have hθ : Tendsto (fun N : ℕ => 2 * π / (N : ℝ)) atTop (𝓝[≠] 0) := by
    refine tendsto_nhdsWithin_iff.2 ⟨tendsto_const_div_atTop_nhds_zero_nat (2 * π), ?_⟩
    filter_upwards [eventually_gt_atTop 0] with N hN
    have hN' : (N : ℝ) ≠ 0 := by positivity
    exact div_ne_zero (mul_ne_zero two_ne_zero hπ) hN'
  have h := ((deviation_cubic h1).comp hθ).const_mul (-(2 * π) ^ 3)
  rw [show -(2 * π) ^ 3 * (-(p * (1 - p) * (1 - 2 * p)) / 6)
    = 4 * π ^ 3 / 3 * (p * (1 - p) * (1 - 2 * p)) by ring] at h
  refine h.congr' ?_
  filter_upwards [eventually_gt_atTop 0] with N hN
  have hN' : (N : ℝ) ≠ 0 := by positivity
  rw [discreteBerryPhase_eq h0 h1]
  simp only [Function.comp_apply]
  generalize Complex.arg (link p (2 * π / N)) = a
  field_simp
  ring
```

## (j) Cones without any error

**Task.** For $p\in[0,1]$, show that $\varphi_N=-2\pi p$ for every $N\ge3$ if and only if $p\in\{0,\tfrac12,1\}$.

**Solution.** If the error vanishes for every $N\ge3$, the limit in (i) is zero, so $K=0$ and $p$ is one of the three values. Conversely, $\theta=2\pi/N$ lies in $(0,\pi)$ for $N\ge3$, and there

- $p=0$ gives $z=1$;
- $p=\tfrac12$ gives $z=\cos(\theta/2)\,e^{i\theta/2}$ with $\cos(\theta/2)>0$;
- $p=1$ gives $z=e^{i\theta}$.

In each case $\arg z=p\theta$, so $\varphi_N=-Np\theta=-2\pi p$. The Lean proof uses uniqueness of limits for the first direction and these polar forms, collected in its own `key`, for the second.

The case $N=2$ shows why the statement starts at three points. On the equator, $p=\tfrac12$, the two spinors are orthogonal, and with the convention $\arg0=0$ one gets $\varphi_2=0$ instead of $-\pi$.

```lean
/-- For `p` in `[0,1]`, the discrete Berry phase equals `-2πp` for every `N ≥ 3` if and only if
`p` is `0`, `1/2` or `1`. -/
theorem exact_iff {p : ℝ} (h0 : 0 ≤ p) (h1 : p ≤ 1) :
    (∀ N : ℕ, 3 ≤ N → discreteBerryPhase p N = -(2 * π * p)) ↔ p = 0 ∨ p = 1 / 2 ∨ p = 1 := by
  constructor
  · intro h
    -- an error that vanishes for all large N has zero 1/N² coefficient
    have hz : Tendsto (fun N : ℕ => (N : ℝ) ^ 2 * (discreteBerryPhase p N + 2 * π * p))
        atTop (𝓝 0) := by
      refine tendsto_const_nhds.congr' ?_
      filter_upwards [eventually_ge_atTop 3] with N hN
      rw [h N hN]
      ring
    have he := tendsto_nhds_unique (discretization_error h0 h1) hz
    have hk := (mul_eq_zero.1 he).resolve_left (by positivity)
    rcases mul_eq_zero.1 hk with hk | hk
    · rcases mul_eq_zero.1 hk with hk | hk
      · exact Or.inl hk
      · exact Or.inr (Or.inr (by linarith))
    · exact Or.inr (Or.inl (by linarith))
  · intro hp N hN
    have hN3 : (3 : ℝ) ≤ N := by exact_mod_cast hN
    have hN0 : (0 : ℝ) < N := by linarith
    have key : ∀ θ : ℝ, 0 < θ → θ < π → Complex.arg (link p θ) = p * θ := by
      intro θ hθ hθπ
      rcases hp with rfl | rfl | rfl
      · simp [link]
      · have hc : Real.cos θ = 2 * Real.cos (θ / 2) ^ 2 - 1 := by
          rw [← Real.cos_two_mul]
          congr 1
          ring
        have hs : Real.sin θ = 2 * Real.sin (θ / 2) * Real.cos (θ / 2) := by
          rw [← Real.sin_two_mul]
          congr 1
          ring
        have hpolar : link (1 / 2) θ = (Real.cos (θ / 2) : ℂ) *
            Complex.exp ((θ / 2 : ℝ) * Complex.I) := by
          apply Complex.ext
          · rw [(link_re_im _ θ).1, Complex.re_ofReal_mul, Complex.exp_ofReal_mul_I_re]
            linear_combination hc / 2
          · rw [(link_re_im _ θ).2, Complex.im_ofReal_mul, Complex.exp_ofReal_mul_I_im]
            linear_combination hs / 2
        rw [hpolar, Complex.exp_mul_I, Complex.arg_mul_cos_add_sin_mul_I
          (Real.cos_pos_of_mem_Ioo ⟨by linarith, by linarith⟩) ⟨by linarith, by linarith⟩]
        ring
      · have hl : link 1 θ = Complex.exp (θ * Complex.I) := by simp [link]
        rw [hl, Complex.exp_mul_I,
          Complex.arg_cos_add_sin_mul_I ⟨by linarith, by linarith⟩, one_mul]
    rw [discreteBerryPhase_eq h0 h1, key _ (by positivity)
      (by rw [div_lt_iff₀ hN0]; nlinarith [Real.pi_pos])]
    field_simp

end

end ConeBerryPhase
```

```lean
#print axioms ConeBerryPhase.discreteBerryPhase_eq
#print axioms ConeBerryPhase.berry_connection
#print axioms ConeBerryPhase.exact_iff
```

```
'ConeBerryPhase.discreteBerryPhase_eq' depends on axioms: [propext, Classical.choice, Quot.sound]
'ConeBerryPhase.berry_connection' depends on axioms: [propext, Classical.choice, Quot.sound]
'ConeBerryPhase.exact_iff' depends on axioms: [propext, Classical.choice, Quot.sound]
```
